# For a symmetric linear problem with spectrum in [m, L], m > 0, 2n mixing steps with a = 1/L have a worst-case error factor no larger than n steps with the best constant a

## A worst case over a spectral interval

To compare a cautious mixing parameter with the best one in a self-consistent field (SCF) iteration, convergence is measured here by the worst case over a whole interval [m, L], not over the individual eigenvalues of one system. Near self-consistency the residual is approximated by b − Ax, where x is the density or another mixed quantity, and one step is

x ↦ x + a(b − Ax).

The operator A is assumed to be symmetric, with eigenvalues u in [m, L], 0 < m ≤ L; the linearisation of an actual SCF map need not be symmetric in the usual inner product. The lower bound m stands for the softest mode, which converges slowly if a is too small; the upper bound L stands for the stiffest, which overshoots if a is too large. Textbooks often write α, λ and κ for a, u and k = L/m. If m and L are the extreme eigenvalues, k is the condition number.

The choice a = 1/L is safe in that no mode overshoots, and it needs no estimate of m. For this linearised iteration, it costs at most a factor of two in steps, by the worst-case measure.

## Error of each mode

Let A xs = b, and let eₙ be the error x − xs after n steps. Then

eₙ₊₁ = eₙ − aAeₙ.

If Av = uv, symmetry gives

⟨v, eₙ₊₁⟩ = ⟨v, eₙ⟩ − a⟨Av, eₙ⟩ = (1 − au)⟨v, eₙ⟩,

so ⟨v, eₙ⟩ = (1 − au)ⁿ⟨v, e₀⟩. Let q be the maximum of |1 − au|ⁿ on [m, L]. In an orthonormal eigenbasis vᵢ with eigenvalues uᵢ,

‖eₙ‖² = Σᵢ |1 − auᵢ|²ⁿ ⟨vᵢ, e₀⟩² ≤ q²‖e₀‖².

## Safe and optimal factors

For a = 1/L,

0 ≤ 1 − u/L ≤ 1 − m/L = 1 − 1/k,

with equality on the right at u = m. For a = 2/(L+m),

|1 − au| = |L + m − 2u|/(L + m) ≤ (L − m)/(L + m) = (k − 1)/(k + 1) =: r,

again with equality at u = m.

No constant a does better than r. If |1 − am| ≥ r, the soft end already shows it. Otherwise 1 − am < r, and since r(L + m) = L − m,

mr = L − m − Lr < L − m − L(1 − am) = m(aL − 1).

Hence r < aL − 1 ≤ |1 − aL|, and the stiff end is damped worse than r.

For k ≥ 1, the two differences

r − (1 − 1/k)² = (k − 1)/(k²(k + 1)),
(1 − 1/k) − r = (k − 1)/(k(k + 1))

are nonnegative. If t is the worst-case factor of n steps with any constant a, then

(1 − 1/k)²ⁿ ≤ rⁿ ≤ t.

## The statement in Lean

`mixStep` is the update, on a real inner product space `E`. `IsWorstFactor a m L n q` says that q is a value of |1 − au|ⁿ at some u in [m, L] and bounds all the others. `two_mul_safe_le` compares two such factors; m ≤ L follows because the interval contains a point.

`safe_error_norm_le` bounds the error vector itself after 2n safe steps by rⁿ‖e₀‖, for finite-dimensional `E` and symmetric `A` with all eigenvalues in [m, L]. The step from a nonlinear SCF map to b − Ax is left to the user. The comparison concerns worst cases: from a particular starting vector, n optimal steps may still beat 2n safe ones.

```lean
import Mathlib

open Set
open scoped InnerProductSpace

namespace SafeVersusOptimalMixing

noncomputable section

variable {E : Type*} [NormedAddCommGroup E] [InnerProductSpace ℝ E]

/-- One linear mixing step for the equation `A x = b`: the residual `b - A x` is added
with the mixing parameter `a`. -/
def mixStep (A : E →ₗ[ℝ] E) (b : E) (a : ℝ) (x : E) : E := x + a • (b - A x)

/-- `q` is the worst-case factor of `n` mixing steps with parameter `a`: the largest value of
`|1 - a u| ^ n` over the spectral interval `[m, L]`, attained there. -/
def IsWorstFactor (a m L : ℝ) (n : ℕ) (q : ℝ) : Prop :=
  (∃ u ∈ Icc m L, |1 - a * u| ^ n = q) ∧ ∀ u ∈ Icc m L, |1 - a * u| ^ n ≤ q

/-- For symmetric `A` and a solution `xs` of `A xs = b`, the error component along an
eigenvector with eigenvalue `u` is multiplied by `(1 - a u) ^ n` in `n` mixing steps. -/
theorem error_component {A : E →ₗ[ℝ] E} (hA : A.IsSymmetric) {b xs v : E}
    (hxs : A xs = b) {u : ℝ} (hv : A v = u • v) (a : ℝ) (n : ℕ) (x : E) :
    ⟪v, (mixStep A b a)^[n] x - xs⟫_ℝ = (1 - a * u) ^ n * ⟪v, x - xs⟫_ℝ := by
  induction n with
  | zero => simp
  | succ n ih =>
    rw [Function.iterate_succ_apply']
    -- the error obeys the homogeneous recursion e ↦ e - a A e
    have hstep : ∀ y : E, mixStep A b a y - xs = (y - xs) - a • A (y - xs) := by
      intro y
      simp only [mixStep, map_sub, hxs]
      module
    rw [hstep, inner_sub_right, real_inner_smul_right, ← hA v, hv,
      real_inner_smul_left, ih]
    ring

/-- For symmetric `A` in finite dimension with all eigenvalues in `[m, L]`, the worst-case factor of
`n` steps times the initial distance to a solution bounds the distance after `n` steps. -/
theorem error_norm_le [FiniteDimensional ℝ E] {A : E →ₗ[ℝ] E} (hA : A.IsSymmetric)
    {b xs : E} (hxs : A xs = b) {m L a q : ℝ} {n : ℕ}
    (hspec : ∀ u : ℝ, Module.End.HasEigenvalue A u → u ∈ Icc m L)
    (hq : IsWorstFactor a m L n q) (x : E) :
    ‖(mixStep A b a)^[n] x - xs‖ ≤ q * ‖x - xs‖ := by
  obtain ⟨⟨w, _, hw⟩, hub⟩ := hq
  have hq0 : 0 ≤ q := by rw [← hw]; positivity
  -- compare the squared norms mode by mode in an orthonormal eigenbasis
  let B := hA.eigenvectorBasis rfl
  rw [← sq_le_sq₀ (norm_nonneg _) (by positivity), mul_pow,
    ← B.sum_sq_norm_inner_right ((mixStep A b a)^[n] x - xs),
    ← B.sum_sq_norm_inner_right (x - xs), Finset.mul_sum]
  refine Finset.sum_le_sum fun i _ => ?_
  have hB : A (B i) = (hA.eigenvalues rfl i : ℝ) • B i := hA.apply_eigenvectorBasis rfl i
  have hu : (hA.eigenvalues rfl i : ℝ) ∈ Icc m L :=
    hspec _ (hA.hasEigenvalue_eigenvalues rfl i)
  rw [error_component hA hxs hB, norm_mul, mul_pow, norm_pow, Real.norm_eq_abs]
  exact mul_le_mul_of_nonneg_right
    (pow_le_pow_left₀ (by positivity) (hub _ hu) 2) (sq_nonneg _)

/-- For `0 < m ≤ L`, the safe parameter `1 / L` has the worst-case factor `(1 - 1/k) ^ n`
in `n` steps, where `k = L / m`. -/
theorem safe_worstFactor {m L : ℝ} (hm : 0 < m) (hmL : m ≤ L) (n : ℕ) :
    IsWorstFactor (1 / L) m L n ((1 - 1 / (L / m)) ^ n) := by
  have hL : 0 < L := hm.trans_le hmL
  have hk : 1 / (L / m) = 1 / L * m := by rw [one_div_div, one_div_mul_eq_div]
  have hle : ∀ u ≤ L, 1 / L * u ≤ 1 := by
    intro u hu
    rw [one_div_mul_eq_div, div_le_one hL]
    exact hu
  rw [hk]
  refine ⟨⟨m, ⟨le_rfl, hmL⟩, ?_⟩, fun u hu => pow_le_pow_left₀ (abs_nonneg _) ?_ n⟩
  · rw [abs_of_nonneg (by linarith [hle m hmL])]
  · have h := mul_le_mul_of_nonneg_left hu.1 (one_div_pos.2 hL).le
    rw [abs_of_nonneg (by linarith [hle u hu.2])]
    linarith

/-- For `m > 0` and `L / m = k`, the ratio `(k - 1) / (k + 1)` equals
`(L - m) / (L + m)`. -/
theorem ratio_eq {m : ℝ} (hm : 0 < m) (L : ℝ) :
    (L / m - 1) / (L / m + 1) = (L - m) / (L + m) := by
  have h1 : L / m - 1 = (L - m) / m := by rw [sub_div, div_self hm.ne']
  have h2 : L / m + 1 = (L + m) / m := by rw [add_div, div_self hm.ne']
  rw [h1, h2, div_div_div_cancel_right₀ hm.ne']

/-- For `0 < m ≤ L`, the parameter `2 / (L + m)` has the worst-case factor
`((k - 1) / (k + 1)) ^ n` in `n` steps, where `k = L / m`. -/
theorem optimal_worstFactor {m L : ℝ} (hm : 0 < m) (hmL : m ≤ L) (n : ℕ) :
    IsWorstFactor (2 / (L + m)) m L n (((L / m - 1) / (L / m + 1)) ^ n) := by
  have hs : 0 < L + m := by linarith
  have he : ∀ u : ℝ, |1 - 2 / (L + m) * u| = |L + m - 2 * u| / (L + m) := by
    intro u
    have h : 1 - 2 / (L + m) * u = (L + m - 2 * u) / (L + m) := by
      rw [sub_div, div_self hs.ne', div_mul_eq_mul_div]
    rw [h, abs_div, abs_of_pos hs]
  rw [ratio_eq hm]
  refine ⟨⟨m, ⟨le_rfl, hmL⟩, ?_⟩, fun u hu => pow_le_pow_left₀ (abs_nonneg _) ?_ n⟩
  · rw [he, abs_of_nonneg (by linarith)]
    congr 2
    ring
  · rw [he]
    exact div_le_div_of_nonneg_right
      (abs_le.2 ⟨by linarith [hu.2], by linarith [hu.1]⟩) hs.le

/-- For `m > 0` and `k = L / m`, no constant mixing parameter `a` has a worst-case factor
below `((k - 1) / (k + 1)) ^ n` in `n` steps. -/
theorem optimal_le_worstFactor {m L a t : ℝ} {n : ℕ} (hm : 0 < m)
    (ht : IsWorstFactor a m L n t) : ((L / m - 1) / (L / m + 1)) ^ n ≤ t := by
  obtain ⟨⟨w, hw, _⟩, hub⟩ := ht
  have hmL : m ≤ L := hw.1.trans hw.2
  have hL : 0 < L := hm.trans_le hmL
  rw [ratio_eq hm]
  have hr0 : 0 ≤ (L - m) / (L + m) := div_nonneg (by linarith) (by linarith)
  have hr : (L - m) / (L + m) * (L + m) = L - m := div_mul_cancel₀ _ (by linarith)
  generalize (L - m) / (L + m) = r at hr0 hr ⊢
  by_cases h : r ≤ |1 - a * m|
  · exact (pow_le_pow_left₀ hr0 h n).trans (hub m ⟨le_rfl, hmL⟩)
  · -- if the soft end is damped better than r, the stiff end is damped worse
    have hlt : 1 - a * m < r := (abs_lt.1 (not_le.1 h)).2
    have h1 : m * r ≤ m * (-(1 - a * L)) := by
      nlinarith [mul_lt_mul_of_pos_left hlt hL]
    have h2 : r ≤ |1 - a * L| := (le_of_mul_le_mul_left h1 hm).trans (neg_le_abs _)
    exact (pow_le_pow_left₀ hr0 h2 n).trans (hub L ⟨hmL, le_rfl⟩)

/-- For `k ≥ 1`, the factor `(k - 1) / (k + 1)` lies between the square of `1 - 1/k`
and `1 - 1/k` itself. -/
theorem factor_bracket {k : ℝ} (hk : 1 ≤ k) :
    (1 - 1 / k) ^ 2 ≤ (k - 1) / (k + 1) ∧ (k - 1) / (k + 1) ≤ 1 - 1 / k := by
  have hk0 : 0 < k := by linarith
  have hk1 : 0 < k + 1 := by linarith
  have he : 1 - 1 / k = (k - 1) / k := by rw [sub_div, div_self hk0.ne']
  rw [he, div_pow]
  constructor
  · rw [div_le_div_iff₀ (by positivity) hk1]
    nlinarith
  · rw [div_le_div_iff₀ hk1 hk0]
    nlinarith

/-- For `m > 0`, the worst-case factor of `2n` steps with the safe parameter `1 / L` is no
larger than that of `n` steps with any constant mixing parameter `a`. -/
theorem two_mul_safe_le {m L a s t : ℝ} {n : ℕ} (hm : 0 < m)
    (hs : IsWorstFactor (1 / L) m L (2 * n) s) (ht : IsWorstFactor a m L n t) :
    s ≤ t := by
  obtain ⟨⟨w, hw, rfl⟩, _⟩ := hs
  have hmL : m ≤ L := hw.1.trans hw.2
  calc |1 - 1 / L * w| ^ (2 * n) ≤ (1 - 1 / (L / m)) ^ (2 * n) :=
        (safe_worstFactor hm hmL (2 * n)).2 w hw
    _ = ((1 - 1 / (L / m)) ^ 2) ^ n := pow_mul _ 2 n
    _ ≤ ((L / m - 1) / (L / m + 1)) ^ n :=
        pow_le_pow_left₀ (sq_nonneg _) (factor_bracket ((one_le_div hm).2 hmL)).1 n
    _ ≤ t := optimal_le_worstFactor hm ht

/-- For symmetric `A` in finite dimension with all eigenvalues in `[m, L]`, `0 < m ≤ L` and
`k = L / m`, `2n` safe steps reduce the distance to a solution at least by the factor
`((k - 1) / (k + 1)) ^ n`. -/
theorem safe_error_norm_le [FiniteDimensional ℝ E] {A : E →ₗ[ℝ] E} (hA : A.IsSymmetric)
    {b xs : E} (hxs : A xs = b) {m L : ℝ} (hm : 0 < m) (hmL : m ≤ L)
    (hspec : ∀ u : ℝ, Module.End.HasEigenvalue A u → u ∈ Icc m L) (n : ℕ) (x : E) :
    ‖(mixStep A b (1 / L))^[2 * n] x - xs‖
      ≤ ((L / m - 1) / (L / m + 1)) ^ n * ‖x - xs‖ := by
  have hs := safe_worstFactor hm hmL (2 * n)
  exact (error_norm_le hA hxs hspec hs x).trans
    (mul_le_mul_of_nonneg_right
      (two_mul_safe_le hm hs (optimal_worstFactor hm hmL n)) (norm_nonneg _))

end

end SafeVersusOptimalMixing
```

```lean
#print axioms SafeVersusOptimalMixing.optimal_le_worstFactor
#print axioms SafeVersusOptimalMixing.safe_error_norm_le
```

```
'SafeVersusOptimalMixing.optimal_le_worstFactor' depends on axioms: [propext, Classical.choice, Quot.sound]
'SafeVersusOptimalMixing.safe_error_norm_le' depends on axioms: [propext, Classical.choice, Quot.sound]
```

## From modes to the final bound

`error_component` is an induction on n: `hstep` is the error recursion, and `hA v` moves `A` onto the eigenvector. `error_norm_le` squares both norms, expands them in the eigenbasis `B` and compares the sums term by term.

`safe_worstFactor` and `optimal_worstFactor` each give u = m as the point of attainment and then prove the bound; `ratio_eq` converts between k and m, L. In `optimal_le_worstFactor`, `by_cases` separates the two ends of the spectrum, and `nlinarith` receives the inequality 1 − am < r multiplied by L. `factor_bracket` clears denominators where the derivation above took differences.

The `calc` block of `two_mul_safe_le` is the final chain, with `pow_mul` regrouping the 2n steps into n pairs. `safe_error_norm_le` starts from `error_norm_le` with the safe factor and bounds that factor by `two_mul_safe_le` with a = 2/(L+m).
